# Bounded velocity and bounded in-gap decay in the Dirac form of the Kane model

Extend a parabolic conduction band away from its edge and two things go wrong. The electron's velocity grows without limit, and inside the gap the decay constant keeps growing down to the valence edge, where it should have returned to zero. Coupling the two bands linearly in the wave vector repairs both faults, provided that the coupling matrices obey the Dirac anticommutation relations.

This bears on velocity and tunnelling estimates for narrow-gap semiconductors, in a non-interacting model with two mirrored branches. The heavy-hole and split-off bands of the eight-band Kane model are absent, as is the free-electron kinetic term. The statements about decay are for zero transverse wave vector.

## Hamiltonian and energy scales

Let `ι` label the spatial directions and `n` the matrix components, both finite.

In Lean 4 with Mathlib:

```lean
import Mathlib

open Matrix Filter Topology

namespace KaneDirac

noncomputable section

variable {ι n : Type*} [Fintype ι] [Fintype n]
```

With $\hbar=1$, the interband coupling $P$ is a velocity and $E_g$ is the gap. This $P$ is not quite the momentum matrix element of the eight-band model: when the split-off energy is large, it corresponds to $\sqrt{2/3}$ times Kane's parameter. For a wave vector with components $k_i$,

$$H=P\sum_i k_i\alpha_i+\frac{E_g}{2}\beta .$$

The $k_i$ are complex, so that the same definition covers propagating and decaying waves.

```lean
/-- The Kane Hamiltonian `P k·α + (Eg/2) β`, with a wave vector `k` that may be complex. -/
def kaneH (α : ι → Matrix n n ℂ) (β : Matrix n n ℂ) (P Eg : ℝ) (k : ι → ℂ) :
    Matrix n n ℂ :=
  (P : ℂ) • ∑ i, k i • α i + ((Eg : ℂ) / 2) • β
```

A number $E$ is a level if $Hv=Ev$ for some $v\neq0$.

```lean
/-- `E` is an energy level of `M`: there is a nonzero state `v` with `M v = E v`. -/
def IsLevel (M : Matrix n n ℂ) (E : ℂ) : Prop :=
  ∃ v : n → ℂ, v ≠ 0 ∧ M *ᵥ v = E • v
```

For a real scalar wave number $k$, write the upper branch, called $E(k)$ in the code comments, as

$$\varepsilon(k)=\sqrt{(E_g/2)^2+P^2k^2}.$$

```lean
/-- The upper branch `E(k) = √((Eg/2)² + P² k²)`. -/
def branch (Eg P k : ℝ) : ℝ := √((Eg / 2) ^ 2 + P ^ 2 * k ^ 2)
```

Its slope will turn out to be $P^2k/\varepsilon(k)$, which gets its own name.

```lean
/-- The group velocity `P² k / E(k)`, for `Eg ≠ 0`. -/
def velocity (Eg P k : ℝ) : ℝ := P ^ 2 * k / branch Eg P k
```

The rest energy $E_g/2$ corresponds to a mass $E_g/(2P^2)$, with $P$ in the role of the speed of light. Mass times speed is the inverse Compton length, where the reduced length, $\hbar$ over mass times speed, is meant throughout.

```lean
/-- The inverse Compton length (with `ħ = 1`): the mass `Eg/(2P²)` times the speed `P`, for `Eg > 0`
and `P > 0`. -/
def inverseCompton (Eg P : ℝ) : ℝ := Eg / (2 * P ^ 2) * P
```

The matrices are assumed to satisfy

$$\alpha_i\alpha_j+\alpha_j\alpha_i=2\delta_{ij},\qquad \alpha_i\beta+\beta\alpha_i=0,\qquad \beta^2=1 .$$

Physically, $\beta$ separates the conduction edge from the valence edge, and the $\alpha_i$ couple them isotropically. Hermiticity is not required.

```lean
variable [DecidableEq ι] [DecidableEq n]

/-- The anticommutation relations of the Dirac matrices `α i` and `β`. -/
structure IsDirac (α : ι → Matrix n n ℂ) (β : Matrix n n ℂ) : Prop where
  anti : ∀ i j, α i * α j + α j * α i = if i = j then (2 : ℂ) • (1 : Matrix n n ℂ) else 0
  mix : ∀ i, α i * β + β * α i = 0
  sq : β * β = 1
```

## The square is a scalar

Put $S=\sum_i k_i\alpha_i$. Writing $S^2$ as a double sum, exchanging the summation indices and adding the two forms gives

$$2S^2=\sum_{i,j}k_ik_j(\alpha_i\alpha_j+\alpha_j\alpha_i)=2\sum_i k_i^2 .$$

Also $S\beta+\beta S=0$, so

$$H^2=P^2S^2+\frac{PE_g}{2}(S\beta+\beta S)+\frac{E_g^2}{4}\beta^2=\frac{E_g^2}{4}+P^2\sum_i k_i^2 .$$

In the code, `e1` to `e4` carry out the symmetrisation, `hb` removes the cross term and `ex` expands the square.

The expansion turns on the tactic `module`. Matrices do not commute, so `ring` cannot be used on them. `module` treats `S * β` and `β * S` as two different vectors and compares only their scalar coefficients, which do commute.

```lean
variable {α : ι → Matrix n n ℂ} {β : Matrix n n ℂ}

/-- The Kane Hamiltonian squares to `(Eg/2)² + P² k²` times the identity. -/
theorem kane_sq (h : IsDirac α β) (P Eg : ℝ) (k : ι → ℂ) :
    kaneH α β P Eg k * kaneH α β P Eg k =
      (((Eg : ℂ) / 2) ^ 2 + (P : ℂ) ^ 2 * ∑ i, k i ^ 2) • (1 : Matrix n n ℂ) := by
  have e1 : (∑ i, k i • α i) * (∑ i, k i • α i) =
      ∑ i, ∑ j, (k i * k j) • (α i * α j) := by
    simp only [Finset.sum_mul_sum, smul_mul_smul_comm]
  have e2 : (∑ i, k i • α i) * (∑ i, k i • α i) =
      ∑ i, ∑ j, (k i * k j) • (α j * α i) := by
    rw [e1, Finset.sum_comm]
    refine Finset.sum_congr rfl fun x _ => Finset.sum_congr rfl fun y _ => ?_
    rw [mul_comm (k y) (k x)]
  -- symmetrising the double sum leaves only the diagonal terms
  have e3 : (∑ i, k i • α i) * (∑ i, k i • α i) + (∑ i, k i • α i) * (∑ i, k i • α i) =
      ∑ i, (k i * k i) • (2 : ℂ) • (1 : Matrix n n ℂ) := by
    refine (congrArg₂ (· + ·) e1 e2).trans ?_
    simp only [← Finset.sum_add_distrib, ← smul_add, h.anti, smul_ite, smul_zero,
      Finset.sum_ite_eq, Finset.mem_univ, if_true]
  have e4 : ∑ i, (k i * k i) • (2 : ℂ) • (1 : Matrix n n ℂ) =
      (2 * ∑ i, k i ^ 2) • (1 : Matrix n n ℂ) := by
    rw [Finset.mul_sum, Finset.sum_smul]
    exact Finset.sum_congr rfl fun i _ => by module
  have hb : (∑ i, k i • α i) * β + β * (∑ i, k i • α i) = 0 := by
    rw [Finset.sum_mul, Finset.mul_sum, ← Finset.sum_add_distrib]
    refine Finset.sum_eq_zero fun i _ => ?_
    rw [smul_mul_assoc, mul_smul_comm, ← smul_add, h.mix, smul_zero]
  have ex : ∀ (S : Matrix n n ℂ) (p m : ℂ), (p • S + m • β) * (p • S + m • β) =
      (p ^ 2 / 2) • (S * S + S * S) + (p * m) • (S * β + β * S) + (m ^ 2) • (β * β) := by
    intro S p m
    simp only [add_mul, mul_add, smul_mul_smul_comm]
    module
  rw [kaneH, ex, e3, e4, hb, h.sq]
  module
```

## From the square to the levels

If $Hv=Ev$, then $H^2v=E^2v$, and since $v\ne0$, $E^2$ equals the scalar above.

For the converse, assume at least one spatial direction and at least one matrix component. Let $E^2$ equal that scalar and suppose that $E$ is not a level. Then

$$H(H+E)=E^2+EH=E(H+E),$$

so any nonzero vector $(H+E)w$ would be a state of energy $E$. Hence $H=-E\cdot1$ (`hz`). Since $H\beta+\beta H=E_g$, this gives $-2E\beta=E_g\cdot 1$ (`hb'`). Taking the anticommutator with $\alpha_i$ yields $2E_g\alpha_i=0$. As $E_g\neq0$, $\alpha_i$ vanishes, which contradicts $\alpha_i^2=1$.

```lean
/-- For a nonzero gap, `E` is a level at the (possibly complex) wave vector `k` exactly when
`E² = (Eg/2)² + P² k²`. -/
theorem kane_dispersion [Nonempty ι] [Nonempty n] (h : IsDirac α β) (P : ℝ) {Eg : ℝ}
    (hEg : Eg ≠ 0) (k : ι → ℂ) (E : ℂ) :
    IsLevel (kaneH α β P Eg k) E ↔
      E ^ 2 = ((Eg : ℂ) / 2) ^ 2 + (P : ℂ) ^ 2 * ∑ i, k i ^ 2 := by
  have hsq := kane_sq h P Eg k
  constructor
  · rintro ⟨v, hv0, hv⟩
    have h1 : (kaneH α β P Eg k * kaneH α β P Eg k) *ᵥ v = (E ^ 2) • v := by
      rw [← Matrix.mulVec_mulVec, hv, Matrix.mulVec_smul, hv, smul_smul, sq]
    rw [hsq, Matrix.smul_mulVec, Matrix.one_mulVec] at h1
    exact (smul_left_injective ℂ hv0 h1).symm
  · intro hE
    by_contra hno
    have gen : ∀ M : Matrix n n ℂ, (∀ w, M *ᵥ w = 0) → M = 0 := by
      intro M hM
      ext i j
      simpa using congrFun (hM (Pi.single j 1)) i
    -- any nonzero vector in the range of `H + E` would be a state of energy `E`
    have hm : kaneH α β P Eg k * (kaneH α β P Eg k + E • (1 : Matrix n n ℂ)) =
        E • (kaneH α β P Eg k + E • (1 : Matrix n n ℂ)) := by
      rw [mul_add, hsq, ← hE, mul_smul_comm, mul_one]
      module
    have hz : kaneH α β P Eg k + E • (1 : Matrix n n ℂ) = 0 := by
      refine gen _ fun w => ?_
      by_contra hw
      exact hno ⟨_, hw, by rw [Matrix.mulVec_mulVec, hm, Matrix.smul_mulVec]⟩
    -- so `H` is a scalar, hence `β` is one, which no `α i` can anticommute with
    have hb : kaneH α β P Eg k * β + β * kaneH α β P Eg k =
        (Eg : ℂ) • (1 : Matrix n n ℂ) := by
      have hS : (∑ i, k i • α i) * β + β * (∑ i, k i • α i) = 0 := by
        rw [Finset.sum_mul, Finset.mul_sum, ← Finset.sum_add_distrib]
        refine Finset.sum_eq_zero fun i _ => ?_
        rw [smul_mul_assoc, mul_smul_comm, ← smul_add, h.mix, smul_zero]
      have ex : ∀ (S : Matrix n n ℂ) (p m : ℂ), (p • S + m • β) * β + β * (p • S + m • β) =
          p • (S * β + β * S) + (2 * m) • (β * β) := by
        intro S p m
        simp only [add_mul, mul_add, smul_mul_assoc, mul_smul_comm]
        module
      rw [kaneH, ex, hS, h.sq]
      module
    rw [eq_neg_of_add_eq_zero_left hz] at hb
    have hb' : (-2 * E) • β = (Eg : ℂ) • (1 : Matrix n n ℂ) := by
      rw [← hb]
      simp only [neg_mul, mul_neg, smul_mul_assoc, mul_smul_comm, one_mul, mul_one]
      module
    obtain ⟨i⟩ := ‹Nonempty ι›
    obtain ⟨a⟩ := ‹Nonempty n›
    have hα : (2 * (Eg : ℂ)) • α i = 0 := by
      calc (2 * (Eg : ℂ)) • α i
          = α i * ((Eg : ℂ) • (1 : Matrix n n ℂ)) + ((Eg : ℂ) • (1 : Matrix n n ℂ)) * α i := by
            simp only [smul_mul_assoc, mul_smul_comm, one_mul, mul_one]
            module
        _ = (-2 * E) • (α i * β + β * α i) := by
            rw [← hb']
            simp only [smul_mul_assoc, mul_smul_comm, smul_add]
        _ = 0 := by rw [h.mix, smul_zero]
    have hα0 : α i = 0 := (smul_eq_zero.mp hα).resolve_left
      (mul_ne_zero two_ne_zero (Complex.ofReal_ne_zero.mpr hEg))
    have h2 := congrFun (congrFun (h.anti i i) a) a
    simp [hα0] at h2
```

For $k_i=qu_i$, with $q$ real and $\sum_iu_i^2=1$, the condition reads $E^2=\varepsilon(q)^2$, so the levels are exactly $\pm\varepsilon(q)$.

```lean
/-- At real wave number `q` along a unit direction `u`, the levels are `E(q)` and `-E(q)`. -/
theorem kane_bands [Nonempty ι] [Nonempty n] (h : IsDirac α β) (P : ℝ) {Eg : ℝ}
    (hEg : Eg ≠ 0) {u : ι → ℝ} (hu : ∑ i, u i ^ 2 = 1) (q : ℝ) (E : ℂ) :
    IsLevel (kaneH α β P Eg fun i => (q : ℂ) * u i) E ↔
      E = (branch Eg P q : ℂ) ∨ E = -(branch Eg P q : ℂ) := by
  have hu' : ∑ i, (u i : ℂ) ^ 2 = 1 := by exact_mod_cast hu
  have hs : branch Eg P q ^ 2 = (Eg / 2) ^ 2 + P ^ 2 * q ^ 2 := Real.sq_sqrt (by positivity)
  have hc : (branch Eg P q : ℂ) ^ 2 = ((Eg : ℂ) / 2) ^ 2 + (P : ℂ) ^ 2 * (q : ℂ) ^ 2 := by
    exact_mod_cast hs
  rw [kane_dispersion h P hEg, ← sq_eq_sq_iff_eq_or_eq_neg, hc]
  simp only [mul_pow, ← Finset.mul_sum, hu', mul_one]
```

## A velocity that saturates

From here on $E_g>0$. The chain rule gives

$$\varepsilon'(k)=\frac{2P^2k}{2\varepsilon(k)}=\frac{P^2k}{\varepsilon(k)} .$$

```lean
/-- The slope of the upper branch is the group velocity `P² k / E(k)`. -/
theorem hasDerivAt_branch {Eg : ℝ} (hEg : 0 < Eg) (P k : ℝ) :
    HasDerivAt (branch Eg P) (velocity Eg P k) k := by
  have pos : 0 < (Eg / 2) ^ 2 + P ^ 2 * k ^ 2 := by positivity
  have h0 : HasDerivAt (fun x : ℝ => (Eg / 2) ^ 2 + P ^ 2 * x ^ 2) (P ^ 2 * (2 * k)) k :=
    (((hasDerivAt_pow 2 k).const_mul (P ^ 2)).const_add ((Eg / 2) ^ 2)).congr_deriv
      (by norm_num)
  have h1 := h0.sqrt pos.ne'
  exact HasDerivAt.congr_deriv h1 (by simp only [velocity, branch]; ring)
```

The quotient rule then gives

$$\varepsilon''=P^2\,\frac{\varepsilon-k\varepsilon'}{\varepsilon^2}=P^2\,\frac{\varepsilon^2-P^2k^2}{\varepsilon^3}=\frac{P^2(E_g/2)^2}{\varepsilon^3} .$$

```lean
/-- The group velocity has derivative `P² (Eg/2)² / E(k)³`. -/
theorem hasDerivAt_velocity {Eg : ℝ} (hEg : 0 < Eg) (P k : ℝ) :
    HasDerivAt (velocity Eg P) (P ^ 2 * (Eg / 2) ^ 2 / branch Eg P k ^ 3) k := by
  have hb : branch Eg P k ≠ 0 := (Real.sqrt_pos.mpr (by positivity)).ne'
  have hs : branch Eg P k ^ 2 = (Eg / 2) ^ 2 + P ^ 2 * k ^ 2 := Real.sq_sqrt (by positivity)
  have h1 := ((hasDerivAt_id' k).const_mul (P ^ 2)).fun_div (hasDerivAt_branch hEg P k) hb
  refine HasDerivAt.congr_deriv h1 ?_
  rw [show (Eg / 2) ^ 2 = branch Eg P k ^ 2 - P ^ 2 * k ^ 2 by linarith, velocity]
  field_simp
```

Let $P>0$ as well. Then $\varepsilon''>0$, so the slope is strictly increasing on the whole line. Since $P^2k^2<\varepsilon^2$, its absolute value stays below $P$. For $k>0$, the bounds $Pk\le\varepsilon\le Pk+E_g/2$ give

$$P-\frac{E_g}{2k}\le\varepsilon'(k)<P,$$

and the slope tends to $P$ as $k\to+\infty$. At the band edge $\varepsilon(0)=E_g/2$, so $\varepsilon''(0)=2P^2/E_g$, the inverse of the mass introduced above.

```lean
/-- The slope of the upper branch is strictly increasing, stays below `P` in absolute value and
tends to `P` as `k → +∞`; the second derivative at `k = 0` is `2P²/Eg`. -/
theorem kane_slope {Eg P : ℝ} (hEg : 0 < Eg) (hP : 0 < P) :
    StrictMono (deriv (branch Eg P)) ∧ (∀ k, |deriv (branch Eg P) k| < P) ∧
      Tendsto (deriv (branch Eg P)) atTop (𝓝 P) ∧
      HasDerivAt (deriv (branch Eg P)) (2 * P ^ 2 / Eg) 0 := by
  have hd : deriv (branch Eg P) = velocity Eg P :=
    funext fun k => (hasDerivAt_branch hEg P k).deriv
  have hb : ∀ k, 0 < branch Eg P k := fun k => Real.sqrt_pos.mpr (by positivity)
  have hlt : ∀ k, |velocity Eg P k| < P := by
    intro k
    have hs : branch Eg P k ^ 2 = (Eg / 2) ^ 2 + P ^ 2 * k ^ 2 := Real.sq_sqrt (by positivity)
    have hpos : 0 < P ^ 2 * (Eg / 2) ^ 2 := by positivity
    rw [velocity, abs_div, abs_of_pos (hb k), div_lt_iff₀ (hb k)]
    refine abs_lt_of_sq_lt_sq ?_ (mul_pos hP (hb k)).le
    rw [mul_pow P, hs]
    nlinarith [hpos]
  rw [hd]
  refine ⟨strictMono_of_deriv_pos fun k => ?_, hlt, ?_, ?_⟩
  · rw [(hasDerivAt_velocity hEg P k).deriv]
    have := hb k
    positivity
  · -- squeeze the velocity between `P - Eg/(2k)` and `P`
    have hl : Tendsto (fun k : ℝ => P - Eg / 2 / k) atTop (𝓝 (P - 0)) :=
      tendsto_const_nhds.sub (tendsto_const_nhds.div_atTop tendsto_id)
    rw [sub_zero] at hl
    refine tendsto_of_tendsto_of_tendsto_of_le_of_le' hl tendsto_const_nhds
      ((eventually_gt_atTop 0).mono fun k hk => ?_)
      (Eventually.of_forall fun k => (le_abs_self _).trans (hlt k).le)
    have hpk : 0 < P * k := mul_pos hP hk
    have h1 : branch Eg P k ≤ P * k + Eg / 2 :=
      Real.sqrt_le_iff.mpr ⟨by positivity, by nlinarith [mul_pos hpk hEg]⟩
    have h2 : P * k ≤ branch Eg P k :=
      (Real.le_sqrt' hpk).mpr (by nlinarith [sq_nonneg (Eg / 2)])
    have h3 : Eg / 2 / k * (P * k) ≤ Eg / 2 / k * branch Eg P k :=
      mul_le_mul_of_nonneg_left h2 (by positivity)
    have h4 : Eg / 2 / k * (P * k) = P * (Eg / 2) := by field_simp
    rw [velocity, le_div_iff₀ (hb k)]
    nlinarith [mul_le_mul_of_nonneg_left h1 hP.le]
  · have h0 : branch Eg P 0 = Eg / 2 := by
      rw [branch, show (Eg / 2) ^ 2 + P ^ 2 * (0 : ℝ) ^ 2 = (Eg / 2) ^ 2 by ring,
        Real.sqrt_sq (by positivity)]
    refine (hasDerivAt_velocity hEg P 0).congr_deriv ?_
    rw [h0]
    field_simp
```

## Decay inside the gap

Now set $k_i=i\kappa u_i$, where the prefactor $i$ is the imaginary unit. A plane wave becomes $e^{-\kappa\,u\cdot r}$, and $\sum_i k_i^2=-\kappa^2$. A real energy $E$ is therefore a level exactly when

$$E^2+P^2\kappa^2=(E_g/2)^2 .$$

A real wave vector $t$ perpendicular to $u$ would add $|t|^2$ to $\kappa^2$ at fixed $E$, so the formula and the bound below hold for $t=0$ only. Matching at interfaces is not treated.

```lean
/-- At imaginary wave vector `iκu`, with `u` a unit direction, the real energy `E` is a level
exactly when `E² + P²κ² = (Eg/2)²`. -/
theorem evanescent_dispersion [Nonempty ι] [Nonempty n] (h : IsDirac α β) (P : ℝ) {Eg : ℝ}
    (hEg : Eg ≠ 0) {u : ι → ℝ} (hu : ∑ i, u i ^ 2 = 1) (κ E : ℝ) :
    IsLevel (kaneH α β P Eg fun i => (κ * Complex.I) * u i) (E : ℂ) ↔
      E ^ 2 + P ^ 2 * κ ^ 2 = (Eg / 2) ^ 2 := by
  have hu' : ∑ i, (u i : ℂ) ^ 2 = 1 := by exact_mod_cast hu
  rw [kane_dispersion h P hEg]
  simp only [mul_pow, ← Finset.mul_sum, hu', mul_one, Complex.I_sq]
  constructor
  · intro hE
    apply Complex.ofReal_injective
    push_cast
    linear_combination hE
  · intro hE
    have hc := congrArg (fun x : ℝ => (x : ℂ)) hE
    push_cast at hc
    linear_combination hc
```

For $|E|\le E_g/2$ and $\kappa\ge0$, solving for $\kappa$ gives

$$\kappa=\frac{\sqrt{(E_g/2)^2-E^2}}{P} .$$

```lean
/-- For an energy in the gap, the decay constant is `κ = √((Eg/2)² - E²)/P`. -/
theorem gap_decay [Nonempty ι] [Nonempty n] (h : IsDirac α β) {P Eg : ℝ} (hP : 0 < P)
    (hEg : 0 < Eg) {u : ι → ℝ} (hu : ∑ i, u i ^ 2 = 1) {κ E : ℝ} (hκ : 0 ≤ κ)
    (hE : |E| ≤ Eg / 2) :
    IsLevel (kaneH α β P Eg fun i => (κ * Complex.I) * u i) (E : ℂ) ↔
      κ = √((Eg / 2) ^ 2 - E ^ 2) / P := by
  rw [evanescent_dispersion h P hEg.ne' hu, eq_div_iff hP.ne']
  constructor
  · intro hd
    rw [show (Eg / 2) ^ 2 - E ^ 2 = (κ * P) ^ 2 by linear_combination -hd,
      Real.sqrt_sq (by positivity)]
  · intro hd
    have hs := Real.sq_sqrt (sub_nonneg.mpr (sq_le_sq' (abs_le.mp hE).1 (abs_le.mp hE).2))
    rw [← hd] at hs
    linear_combination hs
```

Dropping $E^2\geq0$ from the dispersion relation leaves $\kappa\le E_g/(2P)$, the inverse Compton length, with equality exactly when $E=0$. The code needs only that the real energy $E$ is a level; that it lies in the gap follows.

```lean
/-- The decay constant of a state with real energy `E` is at most the inverse Compton length
`Eg/(2P)`, with equality exactly at midgap, `E = 0`. -/
theorem decay_le_inverseCompton [Nonempty ι] [Nonempty n] (h : IsDirac α β) {P Eg : ℝ}
    (hP : 0 < P) (hEg : 0 < Eg) {u : ι → ℝ} (hu : ∑ i, u i ^ 2 = 1) {κ E : ℝ} (hκ : 0 ≤ κ)
    (hE : IsLevel (kaneH α β P Eg fun i => (κ * Complex.I) * u i) (E : ℂ)) :
    inverseCompton Eg P = Eg / (2 * P) ∧ κ ≤ inverseCompton Eg P ∧
      (κ = inverseCompton Eg P ↔ E = 0) := by
  have hd := (evanescent_dispersion h P hEg.ne' hu κ E).mp hE
  have hc : inverseCompton Eg P = Eg / (2 * P) := by
    unfold inverseCompton
    field_simp
  have h2P : 0 < 2 * P := by positivity
  refine ⟨hc, ?_, ?_⟩
  · rw [hc, le_div_iff₀ h2P]
    exact (le_abs_self _).trans
      (abs_le_of_sq_le_sq (by nlinarith [sq_nonneg E]) hEg.le)
  · rw [hc, eq_div_iff h2P.ne']
    constructor
    · intro h'
      have h0 : E ^ 2 = 0 := by linear_combination hd - (κ * (2 * P) + Eg) / 4 * h'
      exact pow_eq_zero_iff two_ne_zero |>.mp h0
    · intro h0
      rw [h0] at hd
      exact (sq_eq_sq₀ (by positivity) hEg.le).mp (by linear_combination 4 * hd)
```

The smallest familiar case has one direction and the Pauli matrices $\alpha=\sigma_x$, $\beta=\sigma_z$. At the largest decay constant, $k=iE_g/(2P)$ and

$$H=\frac{E_g}{2}\begin{pmatrix}1&i\\ i&-1\end{pmatrix},\qquad H^2=0 .$$

The normalised midgap state is $(1,i)/\sqrt2$, with equal conduction and valence weight.

## Matrices that satisfy the relations

In three dimensions the standard 4×4 Dirac matrices serve. First come the three $\alpha_i$.

```lean
/-- The three standard 4×4 Dirac matrices `α`. -/
def diracα : Fin 3 → Matrix (Fin 4) (Fin 4) ℂ :=
  ![!![0, 0, 0, 1; 0, 0, 1, 0; 0, 1, 0, 0; 1, 0, 0, 0],
    !![0, 0, 0, -Complex.I; 0, 0, Complex.I, 0; 0, -Complex.I, 0, 0; Complex.I, 0, 0, 0],
    !![0, 0, 1, 0; 0, 0, 0, -1; 1, 0, 0, 0; 0, -1, 0, 0]]
```

The matrix $\beta$ is diagonal, with two entries $+1$ and two entries $-1$.

```lean
/-- The standard 4×4 Dirac matrix `β`. -/
def diracβ : Matrix (Fin 4) (Fin 4) ℂ :=
  !![1, 0, 0, 0; 0, 1, 0, 0; 0, 0, -1, 0; 0, 0, 0, -1]
```

The relations are verified entry by entry: `fin_cases` runs through the indices and `simp` evaluates the products.

```lean
set_option maxHeartbeats 400000 in
/-- The standard 4×4 Dirac matrices satisfy the anticommutation relations. -/
theorem isDirac_witness : IsDirac diracα diracβ where
  anti i j := by
    fin_cases i <;> fin_cases j <;> ext a b <;> fin_cases a <;> fin_cases b <;>
      simp [diracα] <;> norm_num
  mix i := by
    fin_cases i <;> ext a b <;> fin_cases a <;> fin_cases b <;>
      simp [diracα, diracβ]
  sq := by
    ext a b
    fin_cases a <;> fin_cases b <;>
      simp [diracβ, Matrix.mul_apply, Fin.sum_univ_succ]

end

end KaneDirac
```

```lean
#print axioms KaneDirac.kane_bands
#print axioms KaneDirac.kane_slope
#print axioms KaneDirac.gap_decay
#print axioms KaneDirac.decay_le_inverseCompton
```

```
'KaneDirac.kane_bands' depends on axioms: [propext, Classical.choice, Quot.sound]
'KaneDirac.kane_slope' depends on axioms: [propext, Classical.choice, Quot.sound]
'KaneDirac.gap_decay' depends on axioms: [propext, Classical.choice, Quot.sound]
'KaneDirac.decay_le_inverseCompton' depends on axioms: [propext, Classical.choice, Quot.sound]
```
